# The BET isotherm from balances between neighbouring layer numbers

Let θ n be the fraction of surface sites that carry exactly n adsorbed layers, x ≥ 0 the reduced pressure (pressure over saturation pressure) and c > 0 the BET constant. If neighbouring layer numbers are in the balance stated below and the fractions sum to one, then x < 1 and the mean number of layers per site is

∑ n θ n = c x / ((1 − x)(1 + (c − 1) x)).

This grows without bound as x tends to 1 from below. For independent sites with unlimited stacking and identical layers above the first, the formula gives a reference value against which a lattice simulation of adsorption can be tested.

```lean
import Mathlib

open Filter Topology

namespace BETIsotherm

noncomputable section
```

## The balances and the coverage

Adsorption onto a stack and evaporation from the next higher one are taken to balance:

θ 1 = c x θ 0,  θ (n+2) = x θ (n+1) for n ≥ 0.

The constant c expresses how differently the bare surface binds a molecule compared with a layer already adsorbed; all layers above the first behave alike. These balances are assumed, not derived from rates or binding energies, and they leave out lateral interactions and any limit on stack height.

In `IsLayerEquilibrium`, the fields `first` and `next` are the two balances, and `total : HasSum θ 1` says that the series of fractions converges to one. Nonnegative fractions are not required.

```lean
/-- Equilibrium of multilayer adsorption: `θ n` is the fraction of sites carrying exactly `n`
layers, `x` the reduced pressure and `c` the BET constant. Neighbouring layer numbers are in
balance, with `c` entering only for the first layer, and the fractions sum to one. -/
structure IsLayerEquilibrium (c x : ℝ) (θ : ℕ → ℝ) : Prop where
  first : θ 1 = c * x * θ 0
  next : ∀ n, θ (n + 2) = x * θ (n + 1)
  total : HasSum θ 1
```

The claimed mean, as a function of c and x, gets a name.

```lean
/-- The BET coverage as a function of the BET constant `c` and the reduced pressure `x`, for `c > 0`
and `0 ≤ x < 1`. -/
def betCoverage (c x : ℝ) : ℝ := c * x / ((1 - x) * (1 + (c - 1) * x))
```

So does the distribution that the derivation will produce. Its bare fraction is (1 − x)/(1 + (c − 1)x), and each later entry is c xⁿ times that.

```lean
/-- The explicit BET distribution of layer numbers, for `c > 0` and `0 ≤ x < 1`. -/
def betFraction (c x : ℝ) : ℕ → ℝ
  | 0 => (1 - x) / (1 + (c - 1) * x)
  | n + 1 => c * x ^ (n + 1) * ((1 - x) / (1 + (c - 1) * x))
```

## From the balances to the mean

The first balance gives θ 1 = c x θ 0. Each further layer multiplies by x, so by induction

θ (n+1) = c xⁿ⁺¹ θ 0.

The two cases of the Lean induction use `first` and `next` respectively.

```lean
/-- In equilibrium the fraction of sites with `n + 1` layers is `c x ^ (n + 1)` times the
fraction of bare sites. -/
theorem layer_fraction {c x : ℝ} {θ : ℕ → ℝ} (h : IsLayerEquilibrium c x θ) (n : ℕ) :
    θ (n + 1) = c * x ^ (n + 1) * θ 0 := by
  induction n with
  | zero => simpa using h.first
  | succ n ih =>
    calc θ (n + 1 + 1) = x * θ (n + 1) := h.next n
      _ = c * x ^ (n + 1 + 1) * θ 0 := by rw [ih]; ring
```

Normalisation now bounds the pressure. Suppose x ≥ 1. Then

|θ (n+1)| = c xⁿ⁺¹ |θ 0| ≥ c |θ 0|.

The terms of a convergent series tend to zero, so c |θ 0| ≤ 0 and θ 0 = 0. Every fraction then vanishes, and their sum is 0 instead of 1. In the code, `ge_of_tendsto'` carries the lower bound to the limit.

```lean
/-- For a positive BET constant, equilibrium is possible only at reduced pressure below one. -/
theorem pressure_lt_one {c x : ℝ} {θ : ℕ → ℝ} (hc : 0 < c)
    (h : IsLayerEquilibrium c x θ) : x < 1 := by
  by_contra hx
  have hx1 : 1 ≤ x := not_lt.mp hx
  -- the fractions of a normalised distribution tend to zero
  have t := ((tendsto_add_atTop_iff_nat 1).2 h.total.summable.tendsto_atTop_zero).abs
  rw [abs_zero] at t
  have hb : c * |θ 0| ≤ 0 := by
    refine ge_of_tendsto' t (fun n => ?_)
    have p : 1 ≤ x ^ (n + 1) := one_le_pow₀ hx1
    have q : 0 ≤ c * x ^ (n + 1) := mul_nonneg hc.le (zero_le_one.trans p)
    rw [layer_fraction h n, abs_mul, abs_of_nonneg q]
    exact mul_le_mul_of_nonneg_right (le_mul_of_one_le_right hc.le p) (abs_nonneg _)
  have h0 : θ 0 = 0 := abs_nonpos_iff.mp (by
    by_contra hn
    exact absurd hb (not_le_of_gt (mul_pos hc (not_le.mp hn))))
  -- hence all fractions vanish and cannot sum to one
  have hz : θ = fun _ => 0 := by
    funext n
    cases n with
    | zero => exact h0
    | succ n => rw [layer_fraction h n, h0, mul_zero]
  have s := h.total
  rw [hz] at s
  exact zero_ne_one (hasSum_zero.unique s)
```

With 0 ≤ x < 1 the covered sites form a geometric series:

1 = θ 0 + c x θ 0 (1 + x + x² + …) = θ 0 (1 + c x/(1 − x)).

Multiplying by 1 − x gives

θ 0 = (1 − x)/(1 + (c − 1) x).

The denominator equals (1 − x) + c x and is positive. Lean compares the geometric sum with `h.total` by uniqueness of sums, and `linear_combination` does the remaining algebra.

```lean
/-- The fraction of bare sites in equilibrium, for a positive BET constant and nonnegative
reduced pressure. -/
theorem bare_fraction {c x : ℝ} {θ : ℕ → ℝ} (hc : 0 < c) (hx : 0 ≤ x)
    (h : IsLayerEquilibrium c x θ) : θ 0 = (1 - x) / (1 + (c - 1) * x) := by
  have hx1 := pressure_lt_one hc h
  have hD : 0 < 1 + (c - 1) * x := by nlinarith [mul_nonneg hc.le hx]
  have hi : (1 - x) * (1 - x)⁻¹ = 1 := mul_inv_cancel₀ (sub_pos.2 hx1).ne'
  -- the covered sites form a geometric series
  have t : HasSum (fun n => θ (n + 1)) (c * x * θ 0 * (1 - x)⁻¹) := by
    have e : (fun n => θ (n + 1)) = fun n => c * x * θ 0 * x ^ n := by
      funext n
      rw [layer_fraction h n]
      ring
    rw [e]
    exact (hasSum_geometric_of_lt_one hx hx1).mul_left _
  have e := h.total.unique ((hasSum_nat_add_iff 1).1 t)
  rw [Finset.sum_range_one] at e
  rw [eq_div_iff hD.ne']
  linear_combination -(1 - x) * e - c * x * θ 0 * hi
```

For the mean, put S = ∑ n xⁿ. Subtracting x S leaves

(1 − x) S = x + x² + … = x/(1 − x),

so S = x/(1 − x)². Since the term n = 0 contributes nothing,

∑ n θ n = c θ 0 S = c x / ((1 − x)(1 + (c − 1) x)).

The theorem states this as a `HasSum`, so convergence of the mean is part of the conclusion. Its proof rewrites the terms (`e`), rewrites the value (`v`) and takes S from Mathlib.

```lean
/-- **BET isotherm.** For a positive BET constant and nonnegative reduced pressure, the mean
number of adsorbed layers per site in equilibrium is `c x / ((1 - x) (1 + (c - 1) x))`. -/
theorem mean_layer_number {c x : ℝ} {θ : ℕ → ℝ} (hc : 0 < c) (hx : 0 ≤ x)
    (h : IsLayerEquilibrium c x θ) :
    HasSum (fun n : ℕ => (n : ℝ) * θ n) (c * x / ((1 - x) * (1 + (c - 1) * x))) := by
  have hx1 := pressure_lt_one hc h
  have h1 : 1 - x ≠ 0 := (sub_pos.2 hx1).ne'
  have hD : 1 + (c - 1) * x ≠ 0 := by
    have : 0 < 1 + (c - 1) * x := by nlinarith [mul_nonneg hc.le hx]
    exact this.ne'
  have hn : ‖x‖ < 1 := by rwa [Real.norm_eq_abs, abs_of_nonneg hx]
  have e : (fun n : ℕ => (n : ℝ) * θ n) = fun n : ℕ => c * θ 0 * ((n : ℝ) * x ^ n) := by
    funext n
    cases n with
    | zero => simp
    | succ n => rw [layer_fraction h n]; ring
  have v : c * x / ((1 - x) * (1 + (c - 1) * x)) = c * θ 0 * (x / (1 - x) ^ 2) := by
    rw [bare_fraction hc hx h]
    generalize 1 + (c - 1) * x = D at hD ⊢
    field_simp
  rw [e, v]
  exact (hasSum_coe_mul_geometric_of_norm_lt_one hn).mul_left _
```

## Existence of the equilibrium

For every c > 0 and 0 ≤ x < 1 the explicit distribution satisfies both balances by construction. Writing θ 0 for its bare fraction, its sum is

θ 0 + c x θ 0/(1 − x) = θ 0 (1 + (c − 1) x)/(1 − x) = 1.

```lean
/-- For every positive BET constant and reduced pressure `0 ≤ x < 1`, the explicit BET
distribution is a layer equilibrium. -/
theorem betFraction_witness {c x : ℝ} (hc : 0 < c) (hx : 0 ≤ x) (hx1 : x < 1) :
    IsLayerEquilibrium c x (betFraction c x) := by
  have hD : 0 < 1 + (c - 1) * x := by nlinarith [mul_nonneg hc.le hx]
  have hi : (1 - x) * (1 - x)⁻¹ = 1 := mul_inv_cancel₀ (sub_pos.2 hx1).ne'
  have hw : betFraction c x 0 * (1 + (c - 1) * x) = 1 - x := div_mul_cancel₀ _ hD.ne'
  have e : ∀ n, betFraction c x (n + 1) = c * x ^ (n + 1) * betFraction c x 0 := fun _ => rfl
  refine ⟨(e 0).trans (by ring), fun n => ?_, ?_⟩
  · rw [show betFraction c x (n + 2) = _ from e (n + 1), e n]
    ring
  · have t : HasSum (fun n => betFraction c x (n + 1))
        (c * x * betFraction c x 0 * (1 - x)⁻¹) := by
      have e' : (fun n => betFraction c x (n + 1)) =
          fun n => c * x * betFraction c x 0 * x ^ n := by
        funext n
        rw [e n]
        ring
      rw [e']
      exact (hasSum_geometric_of_lt_one hx hx1).mul_left _
    have s := (hasSum_nat_add_iff 1).1 t
    rw [Finset.sum_range_one] at s
    have v : c * x * betFraction c x 0 * (1 - x)⁻¹ + betFraction c x 0 = 1 := by
      linear_combination (1 - x)⁻¹ * hw + (1 - betFraction c x 0) * hi
    rwa [v] at s
```

## Divergence at saturation

Split the coverage into two factors:

[c x/(1 + (c − 1) x)] · [1/(1 − x)].

At x = 1 the first denominator is c, so the first factor tends to 1, while the second tends to +∞ from below saturation. In Lean, `𝓝[<] 1` is the approach from below and `atTop` the unbounded growth; `hf` and `hg` treat the two factors.

```lean
/-- For a positive BET constant the coverage grows without bound as the reduced pressure
tends to one from below. -/
theorem coverage_diverges {c : ℝ} (hc : 0 < c) :
    Tendsto (betCoverage c) (𝓝[<] 1) atTop := by
  have v : c * 1 / (1 + (c - 1) * 1) = 1 := by
    rw [show 1 + (c - 1) * 1 = c by ring, mul_one, div_self hc.ne']
  -- the regular factor tends to one
  have hf : Tendsto (fun x : ℝ => c * x / (1 + (c - 1) * x)) (𝓝[<] 1)
      (𝓝 (c * 1 / (1 + (c - 1) * 1))) := by
    have k : ContinuousAt (fun x : ℝ => c * x / (1 + (c - 1) * x)) 1 :=
      ContinuousAt.div (by fun_prop) (by fun_prop)
        (by rw [show 1 + (c - 1) * 1 = c by ring]; exact hc.ne')
    exact k.tendsto.mono_left nhdsWithin_le_nhds
  rw [v] at hf
  -- the singular factor diverges
  have h0 : Tendsto (fun x : ℝ => 1 - x) (𝓝 1) (𝓝 (1 - 1)) :=
    (continuous_const.sub continuous_id).tendsto 1
  rw [sub_self] at h0
  have h1 : Tendsto (fun x : ℝ => 1 - x) (𝓝[<] 1) (𝓝[>] 0) := by
    refine tendsto_nhdsWithin_iff.2 ⟨h0.mono_left nhdsWithin_le_nhds, ?_⟩
    filter_upwards [self_mem_nhdsWithin] with x hx
    exact Set.mem_Ioi.2 (sub_pos.2 (Set.mem_Iio.1 hx))
  have hg : Tendsto (fun x : ℝ => (1 - x)⁻¹) (𝓝[<] 1) atTop :=
    tendsto_inv_nhdsGT_zero.comp h1
  refine (hf.pos_mul_atTop one_pos hg).congr (fun x => ?_)
  rw [betCoverage, ← div_eq_mul_inv, div_div, mul_comm (1 + (c - 1) * x)]
```

## The linear plot and a mean of one layer

Write v for the coverage. For 0 < x < 1, cancelling x and 1 − x gives

x/(v (1 − x)) = (1 + (c − 1) x)/c = 1/c + ((c − 1)/c) x,

a straight line in x. Here v counts layers per site.

```lean
/-- The BET plot: for `c > 0` and `0 < x < 1`, the quantity `x / (v (1 - x))`, with `v` the
coverage, is linear in `x` with intercept `1 / c` and slope `(c - 1) / c`. -/
theorem bet_plot {c x : ℝ} (hc : 0 < c) (hx : 0 < x) (hx1 : x < 1) :
    x / (betCoverage c x * (1 - x)) = 1 / c + (c - 1) / c * x := by
  have h1 : 1 - x ≠ 0 := (sub_pos.2 hx1).ne'
  have hD : 1 + (c - 1) * x ≠ 0 := by
    have : 0 < 1 + (c - 1) * x := by nlinarith [mul_pos hc hx]
    exact this.ne'
  calc x / (betCoverage c x * (1 - x)) = (1 + (c - 1) * x) / c := by
        rw [betCoverage]
        generalize 1 + (c - 1) * x = D at hD ⊢
        field_simp
    _ = 1 / c + (c - 1) / c * x := by ring
```

Finally, let s = √c and u = 1/(1 + s). Then

1 − u = s u,  1 + (s² − 1) u = 1 + (s − 1) = s,

and the coverage at x = u is s² u/(s u · s) = 1. This is a mean of one layer, with some sites bare and others carrying several. Lean proves the identity for c = s² (`key`) and then inserts s = √c.

```lean
/-- For a positive BET constant the coverage equals one layer at reduced pressure
`1 / (1 + √c)`. -/
theorem monolayer_point {c : ℝ} (hc : 0 < c) : betCoverage c (1 / (1 + √c)) = 1 := by
  have key : ∀ s : ℝ, 0 < s → betCoverage (s ^ 2) (1 / (1 + s)) = 1 := by
    intro s hs
    have hu : 0 < 1 / (1 + s) := by positivity
    have hi : 1 / (1 + s) * (1 + s) = 1 := div_mul_cancel₀ _ (by positivity)
    rw [betCoverage]
    generalize 1 / (1 + s) = u at hu hi ⊢
    have e1 : 1 - u = s * u := by linear_combination -hi
    have e2 : 1 + (s ^ 2 - 1) * u = s := by linear_combination (s - 1) * hi
    have hne : s * u * s ≠ 0 := by positivity
    rw [e1, e2, div_eq_iff hne]
    ring
  have h := key (√c) (Real.sqrt_pos.2 hc)
  rwa [Real.sq_sqrt hc.le] at h

end

end BETIsotherm
```

```lean
#print axioms BETIsotherm.mean_layer_number
#print axioms BETIsotherm.coverage_diverges
#print axioms BETIsotherm.bet_plot
#print axioms BETIsotherm.monolayer_point
```

```
'BETIsotherm.mean_layer_number' depends on axioms: [propext, Classical.choice, Quot.sound]
'BETIsotherm.coverage_diverges' depends on axioms: [propext, Classical.choice, Quot.sound]
'BETIsotherm.bet_plot' depends on axioms: [propext, Classical.choice, Quot.sound]
'BETIsotherm.monolayer_point' depends on axioms: [propext, Classical.choice, Quot.sound]
```
